# For nonzero coherent amplitude, the Kerr mean field revives but its truncated Wigner average tends to zero

When I simulate a Kerr oscillator with the truncated Wigner method, I draw points $\beta$ from a Gaussian around the coherent amplitude $\alpha$, rotate each at its own classical frequency, and average to get the mean field. Before I trust that average at late times, I need to know what it converges to with unlimited samples.

For the Hamiltonian $n(n-1)/2$, with $\hbar=1$ and $n$ the number operator, the exact mean field should return to $\alpha$ every $2\pi$. I believe that for $\alpha\ne0$ the truncated Wigner average never does, and instead dies out. Can both closed forms be derived rigorously and checked in Lean?

## Integer frequencies realign every $2\pi$, a continuum of frequencies does not

Yes. Write $N=|\alpha|^2$. The evolved coherent state has Fock coefficients

$$\psi_k(t)=e^{-N/2}\frac{\alpha^k}{\sqrt{k!}}\,e^{-itk(k-1)/2}.$$

The mean field is $\sum_k\overline{\psi_k}\sqrt{k+1}\,\psi_{k+1}$. Neighbouring energies differ by $k(k+1)/2-k(k-1)/2=k$, and $\sqrt{k+1}/\sqrt{k!\,(k+1)!}=1/k!$, so

$$\langle a\rangle_t=\alpha e^{-N}\sum_{k\ge0}\frac{N^k e^{-ikt}}{k!}=\alpha\exp\!\big(N(e^{-it}-1)\big).$$

Only $e^{-it}$ depends on time, hence the period $2\pi$.

Classically, $\dot\beta=-i(|\beta|^2-1)\beta$ conserves $|\beta|$, so $\beta(t)=\beta e^{-it(|\beta|^2-1)}$. This is averaged over the density $(2/\pi)e^{-2|\beta-\alpha|^2}$. Put $s=2+it$ and $\beta=x+iy$. The exponent separates:

$$-2|\beta-\alpha|^2-it|\beta|^2=-s(x^2+y^2)+4(x\,\mathrm{Re}\,\alpha+y\,\mathrm{Im}\,\alpha)-2N.$$

For real $c$, completing the square gives

$$J(c)=\int e^{-sx^2+4cx-2c^2}dx=\sqrt{\frac{\pi}{s}}\;e^{4c^2/s-2c^2},\qquad \frac4s-2=\frac{-it}{1+it/2}.$$

Let $M(c)$ be the same integral with an extra factor $x$. Integrating the derivative of the Gaussian gives $0=-2sM(c)+4cJ(c)$, so $M(c)=(2c/s)J(c)$. The factor $\beta=x+iy$ therefore contributes $2\alpha/s$, and the average is

$$\frac2\pi e^{it}\,\frac{2\alpha}{s}\,\frac{\pi}{s}\,e^{-itN/(1+it/2)}=\frac{\alpha e^{it}}{(1+it/2)^2}\exp\!\Big(\frac{-itN}{1+it/2}\Big).$$

The last exponent has real part $-\dfrac{Nt^2/2}{1+t^2/4}\le0$. The modulus is thus at most $|\alpha|/(1+t^2/4)$, which is below $|\alpha|$ for $\alpha\ne0$, $t\ne0$, and tends to zero.

**At the first revival.** Take $\alpha=1$ and $t=2\pi$. The exact value is $1$. Since $1+t^2/4=1+\pi^2\approx10.87$, the truncated Wigner modulus is $e^{-2\pi^2/10.87}/10.87\approx0.163/10.87\approx0.015$.

**Losing the $-1$.** The Wigner function goes with symmetric operator ordering, in which $n(n-1)/2$ is represented by $H_W=\tfrac12|\beta|^4-|\beta|^2+\tfrac14$. The classical equation $i\dot\beta=\partial H_W/\partial\bar\beta=(|\beta|^2-1)\beta$ then gives the frequency $|\beta|^2-1$. Using $|\beta|^2$ drops the factor $e^{it}$. The modulus is unchanged, so a plot of it hides the error, but the initial slope becomes $-i(N+1)\alpha$ instead of the exact $-iN\alpha$.

For this single, lossless Kerr mode, more trajectories cannot restore the revival: the decay belongs to the infinite-sample average itself.

Here is the complete file.

```lean
import Mathlib

open MeasureTheory Filter Topology
open Complex (I)
open scoped ComplexConjugate

namespace KerrRevival

noncomputable section

/-- Fock coefficient `k` of the coherent state `α` after time `t` under the Kerr Hamiltonian
`n (n - 1) / 2`. -/
def kerrFock (α : ℂ) (t : ℝ) (k : ℕ) : ℂ :=
  ((Real.exp (-‖α‖ ^ 2 / 2) / √(k.factorial : ℝ) : ℝ) : ℂ) * α ^ k *
    Complex.exp (((-(t * (k * (k - 1) / 2)) : ℝ) : ℂ) * I)

/-- The exact mean field: the expectation value of the annihilation operator in the evolved
state, written in the Fock basis. -/
def exactAmplitude (α : ℂ) (t : ℝ) : ℂ :=
  ∑' k : ℕ, conj (kerrFock α t k) * (((√((k : ℝ) + 1) : ℝ) : ℂ) * kerrFock α t (k + 1))

/-- The classical Kerr trajectory starting at the phase-space point `β`. -/
def kerrTrajectory (β : ℂ) (t : ℝ) : ℂ :=
  β * Complex.exp (((-(t * (‖β‖ ^ 2 - 1)) : ℝ) : ℂ) * I)

/-- The truncated Wigner mean field: classical trajectories averaged over the Wigner function
of the coherent state `α`. -/
def twaAmplitude (α : ℂ) (t : ℝ) : ℂ :=
  ∫ β : ℂ, ((2 / Real.pi * Real.exp (-2 * ‖β - α‖ ^ 2) : ℝ) : ℂ) * kerrTrajectory β t

/-- The term of the mean-field sum from Fock coefficients `k` and `k + 1` is `α` times a Poisson
weight times the phase `exp (-i k t)`. -/
theorem kerrFock_coherence (α : ℂ) (t : ℝ) (k : ℕ) :
    conj (kerrFock α t k) * (((√((k : ℝ) + 1) : ℝ) : ℂ) * kerrFock α t (k + 1)) =
      α * ((Real.exp (-‖α‖ ^ 2) : ℝ) : ℂ) *
        (((‖α‖ ^ 2 : ℝ) : ℂ) ^ k * Complex.exp (-(I * k * t)) / (k.factorial : ℂ)) := by
  -- the real weights
  have hr : Real.exp (-‖α‖ ^ 2 / 2) / √(k.factorial : ℝ) *
      (√((k : ℝ) + 1) * (Real.exp (-‖α‖ ^ 2 / 2) / √((k + 1).factorial : ℝ))) =
      Real.exp (-‖α‖ ^ 2) / (k.factorial : ℝ) := by
    have key : ∀ e u v : ℝ, u ≠ 0 → v ≠ 0 →
        e / u * (v * (e / (v * u))) = e * e / (u * u) := by
      intro e u v hu hv
      field_simp
    have hk : (0 : ℝ) < k.factorial := by exact_mod_cast k.factorial_pos
    have hk1 : (0 : ℝ) < (k : ℝ) + 1 := by positivity
    have hf : ((k + 1).factorial : ℝ) = ((k : ℝ) + 1) * k.factorial := by
      rw [Nat.factorial_succ]
      push_cast
      ring
    rw [hf, Real.sqrt_mul hk1.le, key _ _ _ (Real.sqrt_pos.2 hk).ne' (Real.sqrt_pos.2 hk1).ne',
      Real.mul_self_sqrt hk.le, ← Real.exp_add, add_halves]
  have hrC := congrArg (fun x : ℝ => (x : ℂ)) hr
  simp only [Complex.ofReal_mul] at hrC
  -- the powers of the amplitude
  have ha : (conj α) ^ k * α ^ (k + 1) = ((‖α‖ ^ 2 : ℝ) : ℂ) ^ k * α := by
    rw [Complex.ofReal_pow, ← Complex.conj_mul', mul_pow]
    ring
  -- the difference of neighbouring Kerr energies is `k`
  have hp : conj (Complex.exp (((-(t * (k * (k - 1) / 2)) : ℝ) : ℂ) * I)) *
      Complex.exp (((-(t * (((k + 1 : ℕ) : ℝ) * (((k + 1 : ℕ) : ℝ) - 1) / 2)) : ℝ) : ℂ) * I) =
      Complex.exp (-(I * k * t)) := by
    rw [← Complex.exp_conj, ← Complex.exp_add]
    congr 1
    simp only [map_mul, Complex.conj_ofReal, Complex.conj_I]
    push_cast
    ring
  have key : ∀ A S B c a P Q : ℂ,
      A * c * P * (S * (B * a * Q)) = (A * (S * B)) * (c * a) * (P * Q) := by
    intros
    ring
  unfold kerrFock
  rw [map_mul, map_mul, map_pow, Complex.conj_ofReal, key, hrC, ha, hp, Complex.ofReal_div,
    Complex.ofReal_natCast]
  ring

/-- The exact mean field is `α exp (N (exp (-i t) - 1))` with `N = |α|²`. -/
theorem exactAmplitude_eq (α : ℂ) (t : ℝ) :
    exactAmplitude α t =
      α * Complex.exp (((‖α‖ ^ 2 : ℝ) : ℂ) * (Complex.exp (-(I * t)) - 1)) := by
  have h : HasSum (fun k : ℕ => (((‖α‖ ^ 2 : ℝ) : ℂ) * Complex.exp (-(I * t))) ^ k /
      (k.factorial : ℂ)) (Complex.exp (((‖α‖ ^ 2 : ℝ) : ℂ) * Complex.exp (-(I * t)))) := by
    rw [Complex.exp_eq_exp_ℂ]
    exact NormedSpace.expSeries_div_hasSum_exp _
  have h2 := (h.mul_left (α * ((Real.exp (-‖α‖ ^ 2) : ℝ) : ℂ))).tsum_eq
  unfold exactAmplitude
  calc _ = _ := tsum_congr fun k => by
        rw [kerrFock_coherence, mul_pow, ← Complex.exp_nat_mul,
          show (k : ℂ) * -(I * t) = -(I * k * t) by ring]
    _ = _ := h2
    _ = _ := by
        rw [Complex.ofReal_exp, mul_assoc, ← Complex.exp_add]
        congr 2
        push_cast
        ring

/-- The trajectory obeys the classical Kerr equation `dβ/dt = -i (|β|² - 1) β`. -/
theorem kerrTrajectory_hasDerivAt (β : ℂ) (t : ℝ) :
    HasDerivAt (kerrTrajectory β)
      (-I * ((‖kerrTrajectory β t‖ ^ 2 - 1 : ℝ) : ℂ) * kerrTrajectory β t) t := by
  -- the modulus is conserved
  have hn : ‖kerrTrajectory β t‖ = ‖β‖ := by
    rw [kerrTrajectory, norm_mul, Complex.norm_exp_ofReal_mul_I, mul_one]
  have h : HasDerivAt (fun s : ℝ => -(s * (‖β‖ ^ 2 - 1))) (-(1 * (‖β‖ ^ 2 - 1))) t :=
    ((hasDerivAt_id t).mul_const _).fun_neg
  rw [hn]
  refine (((h.ofReal_comp.mul_const I).cexp).const_mul β).congr_deriv ?_
  unfold kerrTrajectory
  push_cast
  ring

/-- First moment of a complex Gaussian on the line, with its integrability. -/
theorem gaussian_first_moment {b : ℂ} (hb : b.re < 0) (c d : ℂ) :
    Integrable (fun x : ℝ => (x : ℂ) * Complex.exp (b * x ^ 2 + c * x + d)) ∧
    ∫ x : ℝ, (x : ℂ) * Complex.exp (b * x ^ 2 + c * x + d) =
      -(c / (2 * b)) * ∫ x : ℝ, Complex.exp (b * x ^ 2 + c * x + d) := by
  have hE := integrable_cexp_quadratic' hb c d
  have hI : Integrable (fun x : ℝ => (x : ℂ) * Complex.exp (b * x ^ 2 + c * x + d)) := by
    -- `|x| ≤ exp x + exp (-x)` bounds the moment by two shifted Gaussians
    refine ((integrable_cexp_quadratic' hb (c + 1) d).norm.add
      (integrable_cexp_quadratic' hb (c - 1) d).norm).mono'
      (Continuous.aestronglyMeasurable (by fun_prop)) (Eventually.of_forall fun x => ?_)
    have e1 : Complex.exp (b * x ^ 2 + (c + 1) * x + d) =
        Complex.exp x * Complex.exp (b * x ^ 2 + c * x + d) := by
      rw [← Complex.exp_add]
      ring_nf
    have e2 : Complex.exp (b * x ^ 2 + (c - 1) * x + d) =
        Complex.exp (-x) * Complex.exp (b * x ^ 2 + c * x + d) := by
      rw [← Complex.exp_add]
      ring_nf
    simp only [Pi.add_apply]
    rw [e1, e2, norm_mul, norm_mul, norm_mul, ← add_mul]
    refine mul_le_mul_of_nonneg_right ?_ (norm_nonneg _)
    rw [Complex.norm_exp, Complex.norm_exp, Complex.norm_real, Real.norm_eq_abs,
      Complex.neg_re, Complex.ofReal_re, abs_le]
    constructor <;> linarith [Real.add_one_le_exp x, Real.add_one_le_exp (-x),
      Real.exp_pos x, Real.exp_pos (-x)]
  refine ⟨hI, ?_⟩
  have hd : ∀ x : ℝ, HasDerivAt (fun x : ℝ => Complex.exp (b * x ^ 2 + c * x + d))
      (2 * b * ((x : ℂ) * Complex.exp (b * x ^ 2 + c * x + d)) +
        c * Complex.exp (b * x ^ 2 + c * x + d)) x := by
    intro x
    have hx : HasDerivAt (fun y : ℝ => (y : ℂ)) 1 x := by
      simpa using (hasDerivAt_id x).ofReal_comp
    refine (((((hx.fun_pow 2).const_mul b).fun_add (hx.const_mul c)).add_const d).cexp).congr_deriv ?_
    push_cast
    ring
  -- the integral of a total derivative vanishes
  have h0 := integral_eq_zero_of_hasDerivAt_of_integrable hd
    ((hI.const_mul (2 * b)).add (hE.const_mul c)) hE
  rw [integral_add (hI.const_mul _) (hE.const_mul _), integral_const_mul,
    integral_const_mul] at h0
  have hb0 : b ≠ 0 := by
    rintro rfl
    simp at hb
  have hc : 2 * b * (c / (2 * b)) = c := by field_simp
  apply mul_left_cancel₀ (mul_ne_zero two_ne_zero hb0)
  linear_combination h0 + (∫ x : ℝ, Complex.exp (b * x ^ 2 + c * x + d)) * hc

/-- A phase-space integral of products in the two quadratures splits into line integrals. -/
theorem integral_quadratures {f f₁ g g₁ : ℝ → ℂ} (hf : Integrable f) (hf₁ : Integrable f₁)
    (hg : Integrable g) (hg₁ : Integrable g₁) :
    ∫ β : ℂ, (f₁ β.re * g β.im + I * (f β.re * g₁ β.im)) =
      (∫ x, f₁ x) * (∫ y, g y) + I * ((∫ x, f x) * ∫ y, g₁ y) := by
  have h : ∫ β : ℂ, (f₁ β.re * g β.im + I * (f β.re * g₁ β.im)) =
      ∫ p : ℝ × ℝ, (f₁ p.1 * g p.2 + I * (f p.1 * g₁ p.2)) :=
    Complex.volume_preserving_equiv_real_prod.integral_comp
      Complex.measurableEquivRealProd.measurableEmbedding
      (fun p : ℝ × ℝ => f₁ p.1 * g p.2 + I * (f p.1 * g₁ p.2))
  rw [h, Measure.volume_eq_prod, integral_add (hf₁.mul_prod hg) ((hf.mul_prod hg₁).const_mul I),
    integral_const_mul, integral_prod_mul, integral_prod_mul]

/-- Closed form of the truncated Wigner mean field. -/
theorem twaAmplitude_eq (α : ℂ) (t : ℝ) :
    twaAmplitude α t = α * Complex.exp (I * t) / (1 + I * t / 2) ^ 2 *
      Complex.exp (-(I * t * ((‖α‖ ^ 2 : ℝ) : ℂ)) / (1 + I * t / 2)) := by
  have hb : (-(2 + I * (t : ℂ))).re < 0 := by simp
  have hs : 2 + I * (t : ℂ) ≠ 0 := by
    intro h
    rw [h] at hb
    simp at hb
  have h12 : 1 + I * (t : ℂ) / 2 = (2 + I * t) / 2 := by ring
  have hpi : (Real.pi : ℂ) ≠ 0 := by exact_mod_cast Real.pi_ne_zero
  let E : ℝ → ℝ → ℂ := fun c x =>
    Complex.exp (-(2 + I * (t : ℂ)) * x ^ 2 + 4 * (c : ℂ) * x + -(2 * (c : ℂ) ^ 2))
  have hE : ∀ c, Integrable (E c) := fun c => integrable_cexp_quadratic' hb _ _
  have hM : ∀ c : ℝ, Integrable (fun x : ℝ => (x : ℂ) * E c x) ∧
      ∫ x : ℝ, (x : ℂ) * E c x = -(4 * (c : ℂ) / (2 * -(2 + I * t))) * ∫ x, E c x :=
    fun c => gaussian_first_moment hb _ _
  -- the integrand factorises in the two quadratures
  have hpt : ∀ β : ℂ,
      ((2 / Real.pi * Real.exp (-2 * ‖β - α‖ ^ 2) : ℝ) : ℂ) * kerrTrajectory β t =
      2 / Real.pi * Complex.exp (I * t) * ((β.re : ℂ) * E α.re β.re * E α.im β.im +
        I * (E α.re β.re * ((β.im : ℂ) * E α.im β.im))) := by
    intro β
    have hexp : Complex.exp ((-2 * ‖β - α‖ ^ 2 : ℝ) : ℂ) *
        Complex.exp (((-(t * (‖β‖ ^ 2 - 1)) : ℝ) : ℂ) * I) =
        Complex.exp (I * t) * (E α.re β.re * E α.im β.im) := by
      simp only [E]
      rw [← Complex.exp_add, ← Complex.exp_add, ← Complex.exp_add, Complex.sq_norm,
        Complex.sq_norm, Complex.normSq_apply, Complex.normSq_apply, Complex.sub_re,
        Complex.sub_im]
      congr 1
      push_cast
      ring
    unfold kerrTrajectory
    rw [Complex.ofReal_mul, Complex.ofReal_exp, Complex.ofReal_div, Complex.ofReal_ofNat]
    linear_combination (2 / (Real.pi : ℂ) * β) * hexp - (2 / (Real.pi : ℂ) *
      Complex.exp (I * t) * (E α.re β.re * E α.im β.im)) * Complex.re_add_im β
  -- the two Gaussian normalisations
  have hprod : (∫ x, E α.re x) * (∫ x, E α.im x) = Real.pi / (2 + I * t) *
      Complex.exp (-(I * t * ((‖α‖ ^ 2 : ℝ) : ℂ)) / (1 + I * t / 2)) := by
    simp only [E]
    rw [integral_cexp_quadratic hb, integral_cexp_quadratic hb, mul_mul_mul_comm,
      ← Complex.exp_add, neg_neg, ← Complex.cpow_add _ _ (div_ne_zero hpi hs), add_halves,
      Complex.cpow_one, Complex.sq_norm, Complex.normSq_apply, h12]
    congr 2
    push_cast
    field_simp
    ring
  unfold twaAmplitude
  rw [integral_congr_ae (Eventually.of_forall hpt), integral_const_mul,
    integral_quadratures (hE α.re) (hM α.re).1 (hE α.im) (hM α.im).1, (hM α.re).2, (hM α.im).2]
  have hcomb : ∀ X Y : ℂ, -(4 * (α.re : ℂ) / (2 * -(2 + I * t))) * X * Y +
      I * (X * (-(4 * (α.im : ℂ) / (2 * -(2 + I * t))) * Y)) =
      2 * (α.re + α.im * I) / (2 + I * t) * (X * Y) := by
    intro X Y
    field_simp
    ring
  rw [hcomb, hprod, Complex.re_add_im]
  generalize Complex.exp (-(I * t * ((‖α‖ ^ 2 : ℝ) : ℂ)) / (1 + I * t / 2)) = W
  rw [h12]
  field_simp

/-- The truncated Wigner mean field is at most `|α| / (1 + t² / 4)` in modulus. -/
theorem twaAmplitude_norm_le (α : ℂ) (t : ℝ) :
    ‖twaAmplitude α t‖ ≤ ‖α‖ / (1 + t ^ 2 / 4) := by
  have hre : ∀ n : ℝ, 0 ≤ n → (-(I * t * (n : ℂ)) / (1 + I * t / 2)).re ≤ 0 := by
    intro n hn
    have e1 : (-(I * (t : ℂ) * (n : ℂ))).re = 0 := by simp
    have e2 : (-(I * (t : ℂ) * (n : ℂ))).im = -(t * n) := by simp
    have e3 : (1 + I * (t : ℂ) / 2).im = t / 2 := by simp
    rw [Complex.div_re, e1, e2, e3, zero_mul, zero_div, zero_add]
    exact div_nonpos_of_nonpos_of_nonneg (by nlinarith [mul_nonneg hn (sq_nonneg t)])
      (Complex.normSq_nonneg _)
  have hden : ‖1 + I * (t : ℂ) / 2‖ ^ 2 = 1 + t ^ 2 / 4 := by
    have e3 : (1 + I * (t : ℂ) / 2).im = t / 2 := by simp
    have e4 : (1 + I * (t : ℂ) / 2).re = 1 := by simp
    rw [Complex.sq_norm, Complex.normSq_apply, e3, e4]
    ring
  have hph : ‖Complex.exp (I * t)‖ = 1 := by
    rw [mul_comm, Complex.norm_exp_ofReal_mul_I]
  rw [twaAmplitude_eq, norm_mul, norm_div, norm_mul, norm_pow, hden, hph, mul_one,
    Complex.norm_exp]
  exact mul_le_of_le_one_right (by positivity) (Real.exp_le_one_iff.2 (hre _ (sq_nonneg _)))

/-- For a nonzero coherent amplitude the exact Kerr mean field starts at `α` and has period `2π`,
while the truncated Wigner mean field is smaller than `|α|` at every `t ≠ 0` and tends to zero. -/
theorem kerr_revival_lost {α : ℂ} (hα : α ≠ 0) :
    exactAmplitude α 0 = α ∧ Function.Periodic (exactAmplitude α) (2 * Real.pi) ∧
    (∀ t : ℝ, t ≠ 0 → ‖twaAmplitude α t‖ < ‖α‖) ∧
    Tendsto (twaAmplitude α) atTop (𝓝 0) := by
  refine ⟨by simp [exactAmplitude_eq], fun t => ?_, fun t ht => ?_, ?_⟩
  · have h : Complex.exp (-(I * ((t + 2 * Real.pi : ℝ) : ℂ))) = Complex.exp (-(I * t)) := by
      rw [show -(I * ((t + 2 * Real.pi : ℝ) : ℂ)) = -(I * t) - 2 * Real.pi * I by
        push_cast; ring, Complex.exp_sub, Complex.exp_two_pi_mul_I, div_one]
    rw [exactAmplitude_eq, exactAmplitude_eq, h]
  · have ht2 : 0 < t ^ 2 := by positivity
    exact (twaAmplitude_norm_le α t).trans_lt
      (div_lt_self (norm_pos_iff.2 hα) (by linarith))
  · have hg : Tendsto (fun t : ℝ => 1 + t ^ 2 / 4) atTop atTop :=
      tendsto_atTop_mono (fun t => by
        simp only [id_eq]
        nlinarith [sq_nonneg (t / 2 - 1)]) tendsto_id
    exact squeeze_zero_norm (twaAmplitude_norm_le α) (hg.const_div_atTop ‖α‖)

end

end KerrRevival
```

```lean
#print axioms KerrRevival.kerrTrajectory_hasDerivAt
#print axioms KerrRevival.kerr_revival_lost
```

```
'KerrRevival.kerrTrajectory_hasDerivAt' depends on axioms: [propext, Classical.choice, Quot.sound]
'KerrRevival.kerr_revival_lost' depends on axioms: [propext, Classical.choice, Quot.sound]
```

## What `kerr_revival_lost` says

For complex `α` with `α ≠ 0`, the theorem states four things:

- the exact mean field at time zero is `α`;
- it has period `2 * Real.pi`, so it equals `α` again at every multiple of $2\pi$;
- the truncated Wigner mean field has modulus strictly below `‖α‖` at every real `t ≠ 0`;
- it tends to zero as `t` goes to $+\infty$ (`atTop`).

The closed forms `exactAmplitude_eq` and `twaAmplitude_eq` hold for every `α`, including zero.

`kerrFock α t k` is $\psi_k(t)$, and `exactAmplitude` is the infinite sum for the expectation of the annihilation operator. `kerrTrajectory β t` is the classical path from `β`. `twaAmplitude` integrates it over `ℂ` with area measure $dx\,dy$, for which the density has total weight one.

For a physical Hamiltonian $\hbar\omega n+\hbar K n(n-1)/2$, viewed in the frame rotating at $\omega$, the variable $t$ is $K$ times the physical time. The Fock coefficients and the Wigner density enter as definitions: the file constructs neither the operators nor the Schrödinger evolution, and it does not derive the classical equation from the Hamiltonian. Damping, driving, coupled modes and other initial states are not covered.

## How the proof follows the calculation

`kerrFock_coherence` is the identity for neighbouring coefficients. Its steps `hr`, `ha` and `hp` handle the factorials, the powers of $\alpha$ and the energy difference $k$. `exactAmplitude_eq` rewrites each term this way and sums the exponential series.

`kerrTrajectory_hasDerivAt` first shows that the modulus is conserved, then differentiates the path to obtain the classical equation.

`gaussian_first_moment` gives the relation between $M$ and $J$, with `b` as $-s$ and its linear coefficient as $4c$. Integrability comes from $|x|\le e^x+e^{-x}$, which bounds the moment by two shifted Gaussians; then the integral of the total derivative vanishes.

`integral_quadratures` identifies `ℂ` with the plane and splits the integral into products of line integrals.

In `twaAmplitude_eq`, `hpt` separates the integrand, `hprod` computes $J(\mathrm{Re}\,\alpha)J(\mathrm{Im}\,\alpha)$, and `hcomb` collects the moments into $2\alpha/s$. The two complex square roots are the same number, so their product is $\pi/s$ and no branch ambiguity remains.

`twaAmplitude_norm_le` uses the sign of the real part to prove the bound $|\alpha|/(1+t^2/4)$. The main theorem takes periodicity from the exact closed form, and both the strict inequality and the limit from this bound, the limit by squeezing.
